# Unit charge at the centre of a touching muffin-tin sphere: on the diameter towards it, cutting the potential's expansion after l = L costs at most 2^(−L)/(2R) in Gaussian units

In full-potential LAPW calculations, the potential inside a muffin-tin sphere is expanded in angular momentum l about the sphere's centre and cut off at some L. Suppose that two spheres of radius R touch and that a unit charge sits at the neighbour's centre, at distance d = 2R. How large is the cutoff error inside the other sphere, on the diameter that points towards the charge?

## The charge and its truncated potential

```lean
import Mathlib

open Finset

namespace MuffinTinAxialExpansion

noncomputable section

/-- Three-dimensional Euclidean space. -/
abbrev Space := EuclideanSpace ℝ (Fin 3)
```

Points are vectors in real three-dimensional space.

```lean
/-- Coulomb potential at `x` of a unit charge at `q`, in Gaussian units, for `x ≠ q`. -/
def coulomb (q x : Space) : ℝ := 1 / ‖x - q‖
```

`coulomb q x` is the potential at x of a unit charge at q: one over their distance, in Gaussian units.

```lean
/-- The multipole expansion on the axis, kept up to and including `l = L`, for a unit charge at the
axis point with coordinate `d > 0`, measured from the centre. -/
def multipoleSum (d : ℝ) (L : ℕ) (z : ℝ) : ℝ :=
  ∑ l ∈ range (L + 1), z ^ l / d ^ (l + 1)
```

With z the signed coordinate along the axis, this is the finite sum

Σ z^l/d^(l+1), l = 0, …, L.

`range (L + 1)` runs from 0 to L. The name "multipole" here means the expansion in growing powers of z for a charge outside the sphere, not the far-field expansion in inverse powers.

```lean
/-- Potential at the axis point `z e` of a unit charge at `d e`, minus its multipole expansion up to
`l = L`, for a unit vector `e`, `d > 0` and `z ≠ d`. -/
def truncationError (e : Space) (d : ℝ) (L : ℕ) (z : ℝ) : ℝ :=
  coulomb (d • e) (z • e) - multipoleSum d L z
```

The axis has direction e, the charge is at d e and the field point at z e (`•` multiplies a vector by a number). The error, written E_L(z) below, is the potential minus the truncated sum.

## The series and its exact remainder

```lean
/-- On the axis along the unit vector `e`, at a point `z < d`, the potential of a unit charge
at `d e` is `1 / (d - z)`. -/
theorem coulomb_on_axis {e : Space} (he : ‖e‖ = 1) {d z : ℝ} (hz : z < d) :
    coulomb (d • e) (z • e) = 1 / (d - z) := by
  unfold coulomb
  rw [← sub_smul, norm_smul, he, mul_one, Real.norm_eq_abs, abs_sub_comm,
    abs_of_pos (sub_pos.2 hz)]
```

In the Lean theorems here, the variables and hypotheses stand in brackets after the name, the claim follows the colon after the last of these brackets, and the proof comes after `:=`. Here e has length 1 and z < d. By hand, z e − d e = (z − d) e has length |z − d| = d − z, so the potential is 1/(d − z). The rewriting steps do the same.

```lean
/-- Each multipole term on the axis is a term of a geometric series in `z / d`. -/
theorem multipole_term (d z : ℝ) (l : ℕ) :
    z ^ l / d ^ (l + 1) = 1 / d * (z / d) ^ l := by
  rw [div_pow, pow_succ, div_mul_div_comm, one_mul, mul_comm d]
```

Each term is geometric:

z^l/d^(l+1) = (1/d)(z/d)^l.

```lean
/-- For `d > 0` the multipole series on the axis converges exactly at the points that are
closer to the centre than the charge. -/
theorem summable_multipole_iff {d : ℝ} (hd : 0 < d) (z : ℝ) :
    Summable (fun l : ℕ => z ^ l / d ^ (l + 1)) ↔ |z| < d := by
  have hd' : 1 / d ≠ 0 := by positivity
  simp_rw [multipole_term]
  rw [summable_mul_left_iff hd', summable_geometric_iff_norm_lt_one, Real.norm_eq_abs,
    abs_div, abs_of_pos hd, div_lt_one hd]
```

For a real series, `Summable` means absolute convergence; for a geometric series this is the same as ordinary convergence. The factor 1/d is nonzero, so convergence requires exactly |z/d| < 1, that is, |z| < d.

```lean
/-- At an axis point with `|z| < d`, the multipole series sums to the potential of the unit
charge at distance `d` on the axis. -/
theorem hasSum_multipole {e : Space} (he : ‖e‖ = 1) {d z : ℝ} (hz : |z| < d) :
    HasSum (fun l : ℕ => z ^ l / d ^ (l + 1)) (coulomb (d • e) (z • e)) := by
  have hd : 0 < d := lt_of_le_of_lt (abs_nonneg z) hz
  have hzd : z < d := lt_of_le_of_lt (le_abs_self z) hz
  have hq : ‖z / d‖ < 1 := by
    rw [Real.norm_eq_abs, abs_div, abs_of_pos hd, div_lt_one hd]
    exact hz
  have hval : 1 / d * (1 - z / d)⁻¹ = 1 / (d - z) := by
    rw [one_div, ← mul_inv, mul_sub, mul_one, mul_div_cancel₀ z hd.ne', one_div]
  have h := (hasSum_geometric_of_norm_lt_one hq).mul_left (1 / d)
  rw [hval] at h
  rw [coulomb_on_axis he hzd]
  simp_rw [multipole_term]
  exact h
```

`HasSum` also names the limit. The geometric sum gives

(1/d) · 1/(1 − z/d) = 1/(d − z),

which is the potential found above.

```lean
/-- For a unit charge at distance `d > 0` and an axis point `z < d`, the error after `l = L`
is exactly `(z/d)^(L+1) / (d - z)`. -/
theorem truncationError_eq {e : Space} (he : ‖e‖ = 1) {d z : ℝ} (hd : 0 < d) (hz : z < d)
    (L : ℕ) : truncationError e d L z = (z / d) ^ (L + 1) / (d - z) := by
  have hdz : d - z ≠ 0 := (sub_pos.2 hz).ne'
  -- removing the monopole leaves the potential multiplied by `z / d`
  have key : 1 / (d - z) - 1 / d = z / d / (d - z) := by
    rw [div_sub_div _ _ hdz hd.ne', div_div]
    congr 1 <;> ring
  unfold truncationError
  rw [coulomb_on_axis he hz]
  induction L with
  | zero => simpa [multipoleSum] using key
  | succ n ih =>
    unfold multipoleSum at ih ⊢
    rw [sum_range_succ, multipole_term d z (n + 1)]
    linear_combination ih + (z / d) ^ (n + 1) * key
```

The remainder has a closed form,

E_L(z) = (z/d)^(L+1)/(d − z).

The proof is by induction on L. For L = 0, the step called `key` is

1/(d − z) − 1/d = (z/d)/(d − z).

Going from n to n + 1 subtracts one more term:

E_(n+1)(z) = (z/d)^(n+1) · [1/(d − z) − 1/d] = (z/d)^(n+2)/(d − z).

`linear_combination` carries out this algebra from the induction hypothesis `ih` and `key`.

## The worst point on the diameter

```lean
/-- For a charge outside the sphere, `R < d`, the error on the diameter `|z| ≤ R` is at most
`(R/d)^(L+1) / (d - R)`, and this value is reached only at the point `z = R`. -/
theorem error_bound {e : Space} (he : ‖e‖ = 1) {d R z : ℝ} (hRd : R < d) (hz : |z| ≤ R)
    (L : ℕ) :
    |truncationError e d L z| ≤ (R / d) ^ (L + 1) / (d - R) ∧
      (|truncationError e d L z| = (R / d) ^ (L + 1) / (d - R) ↔ z = R) := by
  have hR : 0 ≤ R := (abs_nonneg z).trans hz
  have hd : 0 < d := lt_of_le_of_lt hR hRd
  have hzR : z ≤ R := (le_abs_self z).trans hz
  have hzd : z < d := lt_of_le_of_lt hzR hRd
  have h0 : 0 < d - R := sub_pos.2 hRd
  have h1 : 0 < d - z := sub_pos.2 hzd
  have habs : |truncationError e d L z| = (|z| / d) ^ (L + 1) / (d - z) := by
    rw [truncationError_eq he hd hzd, abs_div, abs_pow, abs_div, abs_of_pos hd,
      abs_of_pos h1]
  have hnum : (|z| / d) ^ (L + 1) / (d - z) ≤ (R / d) ^ (L + 1) / (d - z) := by
    gcongr
  -- away from `z = R` the larger distance to the charge makes the bound strict
  have hstrict : z < R → |truncationError e d L z| < (R / d) ^ (L + 1) / (d - R) := by
    intro hlt
    have hRpos : 0 < R := by linarith [neg_abs_le z]
    rw [habs]
    exact lt_of_le_of_lt hnum
      (div_lt_div_of_pos_left (by positivity) h0 (by linarith))
  have heq : z = R → |truncationError e d L z| = (R / d) ^ (L + 1) / (d - R) := by
    intro h
    rw [habs, h, abs_of_nonneg hR]
  refine ⟨?_, fun h => ?_, heq⟩
  · rcases hzR.lt_or_eq with h | h
    · exact (hstrict h).le
    · exact (heq h).le
  · rcases hzR.lt_or_eq with h' | h'
    · exact absurd h (hstrict h').ne
    · exact h'
```

For any R < d and |z| ≤ R,

|E_L(z)| = (|z|/d)^(L+1)/(d − z) ≤ (R/d)^(L+1)/(d − z) ≤ (R/d)^(L+1)/(d − R).

The first inequality enlarges the numerator (`gcongr`); the second shrinks the denominator. If z < R, then R > 0 and the second is strict (`hstrict`). At z = R both are equalities (`heq`). For R > 0, even z = −R, with the same numerator, stays below the bound, because it is farther from the charge.

```lean
/-- Touching spheres of radius `R > 0`, with a unit charge at the neighbour's centre `d = 2R`:
for `|z| ≤ R` on the axis the multipole series sums to the potential, the error after `l = L`
is at most `2^(-L) / (2R)`, and equality holds exactly at the touching point `z = R`. -/
theorem touching_spheres {e : Space} (he : ‖e‖ = 1) {R z : ℝ} (hR : 0 < R) (hz : |z| ≤ R)
    (L : ℕ) :
    HasSum (fun l : ℕ => z ^ l / (2 * R) ^ (l + 1)) (coulomb ((2 * R) • e) (z • e)) ∧
      |truncationError e (2 * R) L z| ≤ (1 / 2) ^ L / (2 * R) ∧
      (|truncationError e (2 * R) L z| = (1 / 2) ^ L / (2 * R) ↔ z = R) := by
  have hhalf : R / (2 * R) = 1 / 2 := by
    rw [div_eq_div_iff (by positivity) (by norm_num)]
    ring
  have hval : (R / (2 * R)) ^ (L + 1) / (2 * R - R) = (1 / 2) ^ L / (2 * R) := by
    rw [hhalf, show 2 * R - R = R by ring, pow_succ]
    ring
  have h := error_bound he (show R < 2 * R by linarith) hz L
  rw [hval] at h
  exact ⟨hasSum_multipole he (by linarith), h⟩
```

Setting d = 2R gives

(1/2)^(L+1)/R = 2^(−L)/(2R).

The theorem joins three claims with `∧` ("and"): the series sums to the potential, the error obeys this bound, and equality holds exactly at the touching point z = R. Lean writes 2^(−L) as `(1 / 2) ^ L`.

The condition |z| ≤ R cannot be weakened to z ≤ R. At z = −2R the terms are (−1)^l/(2R), which do not tend to zero, so the series diverges although the potential there is 1/(4R).

```lean
/-- Choice of the cutoff for touching spheres of radius `R > 0`: the error stays within `ε` on
the whole diameter along the axis exactly when `1 ≤ ε · 2R · 2^L`. -/
theorem cutoff_iff {e : Space} (he : ‖e‖ = 1) {R : ℝ} (hR : 0 < R) (ε : ℝ) (L : ℕ) :
    (∀ z : ℝ, |z| ≤ R → |truncationError e (2 * R) L z| ≤ ε) ↔
      1 ≤ ε * (2 * R * 2 ^ L) := by
  have hval : (1 / 2 : ℝ) ^ L / (2 * R) = 1 / (2 * R * 2 ^ L) := by
    rw [one_div_pow, div_div, mul_comm ((2 : ℝ) ^ L)]
  have hpos : 0 < 2 * R * 2 ^ L := by positivity
  rw [← div_le_iff₀ hpos, ← hval]
  constructor
  · intro h
    -- the touching point is the worst case
    have hRR : |R| ≤ R := (abs_of_pos hR).le
    rw [← (touching_spheres he hR hRR L).2.2.2 rfl]
    exact h R hRR
  · intro h z hz
    exact (touching_spheres he hR hz L).2.1.trans h

end

end MuffinTinAxialExpansion
```

A tolerance ε holds on the whole diameter exactly when

1 ≤ ε · 2R · 2^L.

In one direction, apply the assumption at z = R, where the error equals 2^(−L)/(2R). In the other, use the bound at every z. For this single point charge, each further l halves the worst error on the diameter. This is a reference case for the angular cutoff of the potential; it says nothing about the separate cutoff used for the wave functions.

The potential could also have been defined directly as 1/(d − z). That would remove e and `coulomb_on_axis`, but the theorems would then concern a function of one real variable, with its link to distance in space left unstated.

Points off the axis would bring in Legendre polynomials, which do not appear here. The step to a real crystal replaces the single charge by the full density of nuclei and electrons, and the hypotheses say nothing about that density.

```lean
#print axioms MuffinTinAxialExpansion.summable_multipole_iff
#print axioms MuffinTinAxialExpansion.touching_spheres
#print axioms MuffinTinAxialExpansion.cutoff_iff
```

```
'MuffinTinAxialExpansion.summable_multipole_iff' depends on axioms: [propext, Classical.choice, Quot.sound]
'MuffinTinAxialExpansion.touching_spheres' depends on axioms: [propext, Classical.choice, Quot.sound]
'MuffinTinAxialExpansion.cutoff_iff' depends on axioms: [propext, Classical.choice, Quot.sound]
```
